# Free valences are nonnegative for occupations between 0 and 2, and a half-filled Hückel dimer smeared at temperature T has 2 sech²(t/2T) in total

I use an orthonormal atomic-orbital basis and a real symmetric, spin-summed density matrix $P$, so a full orbital holds two electrons. The free valence of atom $A$ is

$$F_A=\sum_{m\in A}(2P-P^2)_{mm}.$$

This is the part of the atom's valence left over after its bond orders to other atoms, each a sum of $P_{mk}^2$ over the orbitals of the two atoms. It is not the older Hückel index of the same name, which subtracts bond orders from a fixed maximum. For a dimer with one doubly occupied orbital and one empty one, it is zero on both atoms. When I switch on Fermi smearing, with no spin polarisation at all, both atoms acquire a free valence. Is that a bug? And if the total were zero, could a positive value on one atom be hiding a negative one on another?

## Fractional occupations create free valence, and it cannot cancel between atoms

It is not a bug. Let the columns of $C$ be orthonormal eigenvectors of $P$, with occupations $n_i$ as eigenvalues. Then $P=C\,\mathrm{diag}(n_i)\,C^T$, and $C^TC=1$ gives $P^2=C\,\mathrm{diag}(n_i^2)\,C^T$. Hence

$$(2P-P^2)_{mk}=\sum_i n_i(2-n_i)\,C_{mi}C_{ki}.$$

- **Sign.** For $m=k$ the orbital factors are squares. If every $n_i\in[0,2]$, every term is nonnegative, and so is every $F_A$.
- **Total.** Summing over all $m$ and using $\sum_m C_{mi}^2=1$ gives $\sum_A F_A=\sum_i n_i(2-n_i)$. This needs no bound on the $n_i$.
- **Vanishing.** If all $F_A=0$, then for $n_i\in[0,2]$ each $n_i(2-n_i)$ is zero. The expansion then makes every entry of $2P-P^2$ zero, so $P^2=2P$. The converse is immediate.

For Fermi smearing of a level $\varepsilon$ at chemical potential $\mu$ and inverse temperature $\beta$, put $x=\beta(\varepsilon-\mu)/2$ and $f=2/(e^{2x}+1)$. Then

$$f(2-f)=\frac{4e^{2x}}{(e^{2x}+1)^2}=\frac{4}{(e^x+e^{-x})^2}=\operatorname{sech}^2x.$$

The Hückel dimer with coupling $-t$ has orbitals $(1,\pm1)/\sqrt2$ with energies $\mp t$. At $\mu=0$, which keeps two electrons in the dimer on average, and $\beta=1/T$ (with $k_B=1$) we get $x=\mp t/(2T)$. Since cosh is even, the two levels contribute equally, and the total is $2\operatorname{sech}^2(t/(2T))$.

Take $t=2T\ln2$ as an example. The occupations are $2/(\tfrac14+1)=1.6$ and $2/(4+1)=0.4$. Each level contributes $1.6\times0.4=0.64$, so the total is $1.28$. Directly, $P$ has diagonal entries $1$ and off-diagonal entries $(1.6-0.4)/2=0.6$, so each atom has $2-(1+0.36)=0.64$.

Here is the argument in Lean 4 with Mathlib.

```lean
import Mathlib

open Matrix

namespace FreeValence

noncomputable section

variable {n α : Type*} [Fintype n] [DecidableEq n] [Fintype α] [DecidableEq α]

/-- The free valence of atom `A`: the sum of the diagonal entries of `2P - P²` over the
orbitals that belong to `A`, in an orthonormal basis. -/
def freeValence (atom : n → α) (P : Matrix n n ℝ) (A : α) : ℝ :=
  ∑ m with atom m = A, ((2 : ℝ) • P - P * P) m m

/-- The density matrix built from orbitals (the columns of `C`) with given occupations. -/
def density (C : Matrix n n ℝ) (occ : n → ℝ) : Matrix n n ℝ :=
  C * diagonal occ * Cᵀ

/-- The Fermi-Dirac occupation of a spatial orbital of energy `ε`, counting both spins,
at inverse temperature `β` and chemical potential `μ`. -/
def fermi (β μ ε : ℝ) : ℝ := 2 / (Real.exp (β * (ε - μ)) + 1)

/-- The density matrix of orbitals `C` with energies `ε` and Fermi-Dirac occupations. -/
def smearedDensity (C : Matrix n n ℝ) (ε : n → ℝ) (β μ : ℝ) : Matrix n n ℝ :=
  density C (fun i => fermi β μ (ε i))

/-- For orthonormal orbitals, each entry of `2P - P²` is a sum over orbitals weighted by
`occ (2 - occ)`. -/
theorem deficit_apply {C : Matrix n n ℝ} (hC : Cᵀ * C = 1) (occ : n → ℝ) (m k : n) :
    ((2 : ℝ) • density C occ - density C occ * density C occ) m k
      = ∑ i, occ i * (2 - occ i) * (C m i * C k i) := by
  have hentry : ∀ d : n → ℝ, (C * diagonal d * Cᵀ) m k = ∑ i, d i * (C m i * C k i) := by
    intro d
    rw [Matrix.mul_apply]
    refine Finset.sum_congr rfl fun i _ => ?_
    rw [Matrix.mul_diagonal, Matrix.transpose_apply]
    ring
  -- orthonormality squares the occupations
  have hsq : density C occ * density C occ
      = C * diagonal (fun i => occ i * occ i) * Cᵀ := by
    calc density C occ * density C occ
        = C * diagonal occ * (Cᵀ * C) * diagonal occ * Cᵀ := by
          simp only [density, Matrix.mul_assoc]
      _ = _ := by
          rw [hC, Matrix.mul_one, Matrix.mul_assoc C (diagonal occ) (diagonal occ),
            Matrix.diagonal_mul_diagonal]
  rw [Matrix.sub_apply, Matrix.smul_apply, hsq, density, hentry, hentry, smul_eq_mul,
    Finset.mul_sum, ← Finset.sum_sub_distrib]
  exact Finset.sum_congr rfl fun i _ => by ring

/-- For orthonormal orbitals, the free valences of all atoms add up to the sum of
`occ (2 - occ)` over the orbitals. -/
theorem total_density (atom : n → α) {C : Matrix n n ℝ} (hC : Cᵀ * C = 1) (occ : n → ℝ) :
    ∑ A, freeValence atom (density C occ) A = ∑ i, occ i * (2 - occ i) := by
  simp only [freeValence]
  rw [Finset.sum_fiberwise]
  simp only [deficit_apply hC]
  rw [Finset.sum_comm]
  refine Finset.sum_congr rfl fun i _ => ?_
  -- each orbital is normalised
  have hnorm : ∑ m, C m i * C m i = 1 := by
    have h := congrFun (congrFun hC i) i
    rw [Matrix.mul_apply, Matrix.one_apply_eq] at h
    exact h
  rw [← Finset.mul_sum, hnorm, mul_one]

/-- A real symmetric matrix is the density matrix of its orthonormal eigenvectors, occupied
by its eigenvalues. -/
theorem eq_density {P : Matrix n n ℝ} (hP : P.IsHermitian) :
    (hP.eigenvectorUnitary : Matrix n n ℝ)ᵀ * (hP.eigenvectorUnitary : Matrix n n ℝ) = 1 ∧
      P = density (hP.eigenvectorUnitary : Matrix n n ℝ) hP.eigenvalues := by
  have hC := Matrix.mem_unitaryGroup_iff'.mp hP.eigenvectorUnitary.2
  rw [Matrix.star_eq_conjTranspose, Matrix.conjTranspose_eq_transpose_of_trivial] at hC
  refine ⟨hC, ?_⟩
  have hPC : P * (hP.eigenvectorUnitary : Matrix n n ℝ)
      = (hP.eigenvectorUnitary : Matrix n n ℝ) * diagonal hP.eigenvalues := by
    ext m i
    have h : ∑ k, P m k * (hP.eigenvectorUnitary : Matrix n n ℝ) k i
        = hP.eigenvalues i * (hP.eigenvectorUnitary : Matrix n n ℝ) m i :=
      congrFun (hP.mulVec_eigenvectorBasis i) m
    rw [Matrix.mul_apply, Matrix.mul_diagonal, h]
    ring
  rw [density, ← hPC, Matrix.mul_assoc, mul_eq_one_comm.mp hC, Matrix.mul_one]

omit [Fintype α] in
/-- If the eigenvalues of the symmetric density matrix lie between 0 and 2, the free valence
of every atom is nonnegative. -/
theorem freeValence_nonneg (atom : n → α) {P : Matrix n n ℝ} (hP : P.IsHermitian)
    (hocc : ∀ i, hP.eigenvalues i ∈ Set.Icc (0 : ℝ) 2) (A : α) :
    0 ≤ freeValence atom P A := by
  obtain ⟨hC, hPd⟩ := eq_density hP
  refine Finset.sum_nonneg fun m _ => ?_
  have h := deficit_apply hC hP.eigenvalues m m
  rw [← hPd] at h
  rw [h]
  exact Finset.sum_nonneg fun i _ =>
    mul_nonneg (mul_nonneg (hocc i).1 (sub_nonneg.mpr (hocc i).2)) (mul_self_nonneg _)

/-- The total free valence of a symmetric density matrix with eigenvalues `n_i` is the sum of
`n_i (2 - n_i)`, however the orbitals are divided among atoms. -/
theorem total_freeValence (atom : n → α) {P : Matrix n n ℝ} (hP : P.IsHermitian) :
    ∑ A, freeValence atom P A = ∑ i, hP.eigenvalues i * (2 - hP.eigenvalues i) := by
  obtain ⟨hC, hPd⟩ := eq_density hP
  have h := total_density atom hC hP.eigenvalues
  rwa [← hPd] at h

/-- If the eigenvalues of the symmetric density matrix lie between 0 and 2, the free valences
of all atoms vanish exactly when `P² = 2P`. -/
theorem all_freeValence_zero_iff (atom : n → α) {P : Matrix n n ℝ} (hP : P.IsHermitian)
    (hocc : ∀ i, hP.eigenvalues i ∈ Set.Icc (0 : ℝ) 2) :
    (∀ A, freeValence atom P A = 0) ↔ P * P = (2 : ℝ) • P := by
  constructor
  · intro hzero
    have htot := total_freeValence atom hP
    rw [Finset.sum_eq_zero fun A _ => hzero A] at htot
    -- a vanishing sum of nonnegative terms vanishes term by term
    have hi := (Finset.sum_eq_zero_iff_of_nonneg fun i _ =>
      mul_nonneg (hocc i).1 (sub_nonneg.mpr (hocc i).2)).mp htot.symm
    obtain ⟨hC, hPd⟩ := eq_density hP
    have hmat : (2 : ℝ) • P - P * P = 0 := by
      ext m k
      have h := deficit_apply hC hP.eigenvalues m k
      rw [← hPd] at h
      rw [h, Matrix.zero_apply]
      exact Finset.sum_eq_zero fun i hmem => by rw [hi i hmem, zero_mul]
    exact (sub_eq_zero.mp hmat).symm
  · intro h A
    simp [freeValence, h]

/-- A Fermi-Dirac occupation `f` obeys `f (2 - f) = sech² (β (ε - μ) / 2)`. -/
theorem fermi_deficit (β μ ε : ℝ) :
    fermi β μ ε * (2 - fermi β μ ε) = 1 / Real.cosh (β * (ε - μ) / 2) ^ 2 := by
  have hy := Real.exp_pos (β * (ε - μ) / 2)
  have hexp : Real.exp (β * (ε - μ)) = Real.exp (β * (ε - μ) / 2) ^ 2 := by
    rw [sq, ← Real.exp_add, add_halves]
  rw [fermi, hexp, Real.cosh_eq, Real.exp_neg]
  generalize Real.exp (β * (ε - μ) / 2) = y at hy
  have h1 : y ^ 2 + 1 ≠ 0 := by positivity
  have h2 : (y + y⁻¹) / 2 = (y ^ 2 + 1) / (2 * y) := by
    field_simp
  rw [h2, div_pow, one_div_div]
  field_simp
  ring

/-- Thermal smearing over orthonormal orbitals with energies `ε_i` gives the total free
valence `∑ sech² (β (ε_i - μ) / 2)`. -/
theorem total_smeared (atom : n → α) {C : Matrix n n ℝ} (hC : Cᵀ * C = 1)
    (ε : n → ℝ) (β μ : ℝ) :
    ∑ A, freeValence atom (smearedDensity C ε β μ) A
      = ∑ i, 1 / Real.cosh (β * (ε i - μ) / 2) ^ 2 := by
  rw [smearedDensity, total_density atom hC]
  exact Finset.sum_congr rfl fun i _ => fermi_deficit β μ (ε i)

/-- The Hückel Hamiltonian of a symmetric dimer with coupling `-t`. -/
def dimerHamiltonian (t : ℝ) : Matrix (Fin 2) (Fin 2) ℝ := !![0, -t; -t, 0]

/-- The in-phase and out-of-phase combinations of the two site orbitals, as columns. -/
def dimerOrbitals : Matrix (Fin 2) (Fin 2) ℝ := (Real.sqrt 2)⁻¹ • !![1, 1; 1, -1]

/-- The dimer orbitals are orthonormal and are eigenvectors of the Hückel Hamiltonian with
energies `-t` and `t`. -/
theorem dimerOrbitals_spec (t : ℝ) :
    dimerOrbitalsᵀ * dimerOrbitals = 1 ∧
      dimerHamiltonian t * dimerOrbitals = dimerOrbitals * diagonal ![-t, t] := by
  have h : (Real.sqrt 2)⁻¹ * (Real.sqrt 2)⁻¹ = 1 / 2 := by
    rw [← mul_inv, Real.mul_self_sqrt (by norm_num)]
    norm_num
  constructor
  · rw [dimerOrbitals, Matrix.transpose_smul, Matrix.smul_mul, Matrix.mul_smul, smul_smul, h]
    ext i j
    fin_cases i <;> fin_cases j <;>
      norm_num [Matrix.mul_apply, Fin.sum_univ_two, Matrix.one_apply]
  · rw [dimerOrbitals, Matrix.mul_smul, Matrix.smul_mul]
    congr 1
    ext i j
    fin_cases i <;> fin_cases j <;>
      simp [dimerHamiltonian, Matrix.mul_apply, Fin.sum_univ_two, Matrix.diagonal_apply]

/-- The dimer with levels `-t` and `t`, smeared at temperature `T` (with `β T = 1`) and
`μ = 0`, has total free valence `2 sech² (t / (2T))`. -/
theorem dimer_total {β T : ℝ} (hβ : β * T = 1) (t : ℝ) :
    ∑ A, freeValence id (smearedDensity dimerOrbitals ![-t, t] β 0) A
      = 2 / Real.cosh (t / (2 * T)) ^ 2 := by
  have hT : T ≠ 0 := by
    rintro rfl
    simp at hβ
  have hβ' : β = 1 / T := eq_div_of_mul_eq hT hβ
  have e0 : β * ((![-t, t] : Fin 2 → ℝ) 0 - 0) / 2 = -(t / (2 * T)) := by
    change β * (-t - 0) / 2 = -(t / (2 * T))
    rw [hβ']
    ring
  have e1 : β * ((![-t, t] : Fin 2 → ℝ) 1 - 0) / 2 = t / (2 * T) := by
    change β * (t - 0) / 2 = t / (2 * T)
    rw [hβ']
    ring
  -- both levels contribute equally, since cosh is even
  rw [total_smeared id (dimerOrbitals_spec t).1, Fin.sum_univ_two, e0, e1, Real.cosh_neg]
  ring

end

end FreeValence
```

```lean
#print axioms FreeValence.freeValence_nonneg
#print axioms FreeValence.all_freeValence_zero_iff
#print axioms FreeValence.dimer_total
```

```
'FreeValence.freeValence_nonneg' depends on axioms: [propext, Classical.choice, Quot.sound]
'FreeValence.all_freeValence_zero_iff' depends on axioms: [propext, Classical.choice, Quot.sound]
'FreeValence.dimer_total' depends on axioms: [propext, Classical.choice, Quot.sound]
```

**What the statements say.** The map `atom` assigns each basis orbital to an atom, and `freeValence` is $F_A$. Over the reals, `P.IsHermitian` means that $P$ is symmetric, and `hP.eigenvalues` are the $n_i$. The condition `hocc` places them in $[0,2]$, which is the Pauli limit for a spatial orbital. It is assumed in `freeValence_nonneg` and `all_freeValence_zero_iff`, but not in `total_freeValence`.

In `total_smeared`, the orbitals and energies are given and only orthonormality is required; nothing is iterated to self-consistency. `dimerOrbitals_spec` ties the dimer's orbitals and energies to its Hamiltonian. In `dimer_total`, `id` makes each site its own atom, and `β * T = 1` measures temperature in energy units ($k_B=1$) and excludes $T=0$. The theorem gives the dimer's total; the equal split in the example comes from the direct calculation. Overlapping basis functions would need a different definition of $F_A$.

**How the proof is built.** `deficit_apply` is the entrywise expansion: its step `hsq` inserts $C^TC=1$ to square the occupations. `total_density` regroups the atomic sums into one sum over orbitals, exchanges the order of summation and uses normalisation. `eq_density` supplies the eigenvector form of any symmetric $P$, which carries these results over to the general theorems. For the vanishing criterion, `Finset.sum_eq_zero_iff_of_nonneg` turns a zero total into zero terms, and `deficit_apply` is then used for all entries, not only diagonal ones.

`fermi_deficit` proves the sech² identity by writing $y=e^x$ and clearing denominators. `dimer_total` evaluates the two arguments and applies `Real.cosh_neg`.

For your calculations, the lesson from this non-interacting model is that a nonzero free valence under smearing can come from the electronic temperature alone, so it is not by itself evidence of radical character.
